# Forces from a differentiable invariant energy: zero sum, covariance under an orthogonal map, relabelling under a permutation

## Two atoms on a line

Take two atoms at positions \(x_0, x_1 \in \mathbb{R}\) with a differentiable energy \(E(x_0,x_1)\) and forces \(F_i = -\partial_i E\), where \(\partial_i\) is the derivative in the argument of atom \(i\). Each symmetry of \(E\) is an identity between functions, and differentiating it gives an identity between forces. If \(E(x_0+t, x_1+t) = E(x_0,x_1)\) for all \(t\), the derivative at \(t=0\) gives \(F_0+F_1=0\). If \(E(-x_0,-x_1)=E(x_0,x_1)\), the derivative in \(x_i\) gives \(F_i(-x_0,-x_1) = -F_i(x_0,x_1)\). If \(E(x_1,x_0)=E(x_0,x_1)\), the derivative in \(x_1\) gives \(F_0(x_1,x_0)=F_1(x_0,x_1)\). The spring energy \(E=(x_0-x_1)^2\), with \(F_0=-2(x_0-x_1)=-F_1\), shows all three.

## \(N\) atoms in \(d\) dimensions

Let \(V=\mathbb{R}^d\) with inner product \(\langle\cdot,\cdot\rangle\), and let a configuration be \(x=(x_i)\) with \(x_i\in V\). Write \(x[i\mapsto y]\) for \(x\) with atom \(i\) moved to \(y\), and \(e_{x,i}(y)=E(x[i\mapsto y])\) for the energy seen by that one atom. The force is \(F_i(x)=-\nabla e_{x,i}(x_i)\). For a vector \(u\in V\), an orthogonal map \(Q\) and a permutation \(\sigma\) of the labels, set
\[
(x+u)_i = x_i+u,\qquad (Qx)_i = Q\,x_i,\qquad (x\circ\sigma)_i = x_{\sigma(i)} .
\]
Suppose that \(E\) is differentiable at every configuration and invariant under all translations, under the given \(Q\) and under the given \(\sigma\). Then for every \(x\)
\[
\sum_i F_i(x)=0,\qquad F_i(Qx)=Q\,F_i(x),\qquad F_i(x\circ\sigma)=F_{\sigma(i)}(x).
\]
Translation invariance holds when there is no external potential; the converse fails, since fixed charges summing to zero in a uniform electric field also give a translation-invariant energy. Invariance under \(Q\) says that the energy does not distinguish orientations related by \(Q\), which may be a rotation or a reflection. The Born–Oppenheimer ground-state energy is invariant under \(\sigma\) when \(\sigma\) exchanges only atoms of the same element; a force field with a fixed list of bonds need not be.

For the orthogonal map, moving atom \(i\) of \(Qx\) to \(y\) gives the image under \(Q\) of \(x[i\mapsto Q^{-1}y]\), so invariance yields \(e_{Qx,i}(y)=e_{x,i}(Q^{-1}y)\). The chain rule at \(y=Qx_i\) in a direction \(v\in V\) gives
\[
\langle -F_i(Qx), v\rangle=\langle -F_i(x),Q^{-1}v\rangle=\langle -QF_i(x), QQ^{-1}v\rangle=\langle -QF_i(x), v\rangle ,
\]
and \(v\) is arbitrary. For the permutation, \((x\circ\sigma)[i\mapsto y]=(x[\sigma(i)\mapsto y])\circ\sigma\), because both sides place atom \(j\neq i\) at \(x_{\sigma(j)}\) and atom \(i\) at \(y\). Hence \(e_{x\circ\sigma,i}=e_{x,\sigma(i)}\), and both gradients are taken at the point \(x_{\sigma(i)}\).

Translations move all atoms at once, and the argument for them uses the full derivative \(DE(x)\), a linear function of a displacement \(\delta=(\delta_i)\). Let \(\delta^{(i)}\) displace atom \(i\) by \(\delta_i\) and leave the others fixed. Then \(DE(x)\,\delta^{(i)}=-\langle F_i(x),\delta_i\rangle\) and \(\delta=\sum_i\delta^{(i)}\), so
\[
DE(x)\,\delta=-\sum_i\langle F_i(x),\delta_i\rangle .
\]
With the total force \(G(x)=\sum_iF_i(x)\) and \(\delta_i=u\) for all \(i\), this becomes
\[
\frac{d}{dt}E(x+tu)=-\langle G(x+tu),u\rangle .
\]
If \(E\) is translation invariant, the left side vanishes; choosing \(u=G(x)\) and \(t=0\) gives \(\|G(x)\|^2=0\). Conversely, if \(G\) vanishes everywhere, \(t\mapsto E(x+tu)\) has zero derivative, and its values at \(t=0\) and \(t=1\) agree.

For a finite, isolated system whose energy is differentiable everywhere, such as a smooth fitted or machine-learned model of a Born–Oppenheimer surface, forces computed as gradients inherit these three properties from the invariances of the energy. Nothing is said about a model that predicts forces without an underlying energy.

## Configurations, symmetry operations and forces in Lean

```lean
import Mathlib

open Function

namespace ForceSymmetry

noncomputable section

variable {ι V : Type*} [DecidableEq ι]
  [NormedAddCommGroup V] [InnerProductSpace ℝ V] [CompleteSpace V]
```

Atoms are labelled by a type `ι`, and positions and forces lie in a complete real inner product space `V`. This includes \(\mathbb{R}^d\) for every \(d\), where completeness is automatic; it is what allows a derivative to be represented by a gradient vector. A configuration is a function `ι → V`. Species, masses and units are not represented.

```lean
/-- Common translation of all atoms by the vector `u`. -/
def shift (u : V) (x : ι → V) : ι → V := fun i => x i + u

/-- The orthogonal map `Q` applied to the vector of every atom. -/
def rotate (Q : V ≃ₗᵢ[ℝ] V) (x : ι → V) : ι → V := fun i => Q (x i)

/-- Relabelling of the atoms: the new atom `i` is the old atom `σ i`. -/
def relabel (σ : Equiv.Perm ι) (x : ι → V) : ι → V := fun i => x (σ i)
```

These are \(x+u\), \(Qx\) and \(x\circ\sigma\). The type `V ≃ₗᵢ[ℝ] V` consists of invertible linear isometries, so \(Q\) fixes the origin and, for \(V=\mathbb{R}^d\), may have determinant \(+1\) or \(-1\). The convention in `relabel` is that the new atom \(i\) sits where the old atom \(\sigma(i)\) sat. Both `rotate` and `relabel` apply equally to a family of forces, which has the same type as a configuration.

```lean
/-- The force on atom `i`: minus the gradient of the energy in the position of atom `i`,
all other atoms held fixed. -/
def force (E : (ι → V) → ℝ) (x : ι → V) (i : ι) : V :=
  -gradient (fun y => E (update x i y)) (x i)

/-- `F` is the set of forces at `x`: for every atom `i` the gradient of the energy in the
position of atom `i` exists and equals `-F i`. -/
def IsForce (E : (ι → V) → ℝ) (x F : ι → V) : Prop :=
  ∀ i, HasGradientAt (fun y => E (update x i y)) (-(F i)) (x i)
```

Here `update x i y` is \(x[i\mapsto y]\), and `fun y => E (update x i y)` is \(e_{x,i}\). Mathlib's `gradient` returns zero where a function is not differentiable, so `force` alone could report a vanishing force at a cusp; `IsForce E x F` states that each one-atom gradient exists and equals \(-F_i\).

## Orthogonal maps, permutations and symmetric configurations

```lean
/-- If the energy is invariant under the orthogonal map `Q` and the forces at `x` are `F`,
then the forces at the transformed configuration are `Q (F i)`. -/
theorem IsForce.rotate {E : (ι → V) → ℝ} {x F : ι → V} {Q : V ≃ₗᵢ[ℝ] V}
    (hQ : ∀ z, E (rotate Q z) = E z) (hF : IsForce E x F) :
    IsForce E (rotate Q x) (rotate Q F) := by
  intro i
  show HasGradientAt (fun y => E (update (ForceSymmetry.rotate Q x) i y)) (-(Q (F i))) (Q (x i))
  -- moving atom `i` of `Q x` to `y` is moving atom `i` of `x` to `Q⁻¹ y`
  have hfun : (fun y => E (update (ForceSymmetry.rotate Q x) i y))
      = (fun z => E (update x i z)) ∘ fun y => Q.symm y := by
    funext y
    show _ = E (update x i (Q.symm y))
    rw [← hQ (update x i (Q.symm y))]
    congr 1
    funext j
    by_cases h : j = i
    · subst h
      simp [ForceSymmetry.rotate]
    · simp [ForceSymmetry.rotate, h]
  have hP : HasFDerivAt (fun y => Q.symm y)
      (Q.symm.toContinuousLinearEquiv : V →L[ℝ] V) (Q (x i)) :=
    (Q.symm.toContinuousLinearEquiv : V →L[ℝ] V).hasFDerivAt
  have hg : HasFDerivAt (fun z => E (update x i z))
      (InnerProductSpace.toDual ℝ V (-(F i))) (Q.symm (Q (x i))) := by
    rw [Q.symm_apply_apply]
    exact (hF i).hasFDerivAt
  rw [hasGradientAt_iff_hasFDerivAt, hfun]
  refine (HasFDerivAt.comp (Q (x i)) hg hP).congr_fderiv ?_
  ext v
  -- orthogonality moves `Q⁻¹` across the inner product
  show inner ℝ (-(F i)) (Q.symm v) = inner ℝ (-(Q (F i))) v
  rw [← Q.inner_map_map (-(F i)) (Q.symm v), Q.apply_symm_apply, map_neg]
```

The hypothesis `hQ` is invariance at every configuration, while `hF` concerns the single configuration \(x\) and only its one-atom gradients. The step `hfun` proves \(e_{Qx,i}=e_{x,i}\circ Q^{-1}\) by comparing the two configurations atom by atom, with \(j=i\) and \(j\ne i\) treated separately. Then `hP` says that the linear map \(Q^{-1}\) is its own derivative, and `hg` expresses the gradient as the functional \(\langle -F_i,\cdot\rangle\) at the point \(Q^{-1}Qx_i=x_i\). `HasFDerivAt.comp` is the chain rule, and `Q.inner_map_map` is the middle equality in the chain of inner products above.

```lean
/-- If the energy is invariant under the permutation `σ` and the forces at `x` are `F`,
then the forces at the relabelled configuration are `F (σ i)`. -/
theorem IsForce.relabel {E : (ι → V) → ℝ} {x F : ι → V} {σ : Equiv.Perm ι}
    (hσ : ∀ z, E (relabel σ z) = E z) (hF : IsForce E x F) :
    IsForce E (relabel σ x) (relabel σ F) := by
  intro i
  have hfun : (fun y => E (update (ForceSymmetry.relabel σ x) i y))
      = fun y => E (update x (σ i) y) := by
    funext y
    rw [← hσ (update x (σ i) y)]
    congr 1
    funext j
    by_cases h : j = i
    · subst h
      simp [ForceSymmetry.relabel]
    · have h' : σ j ≠ σ i := fun e => h (σ.injective e)
      simp [ForceSymmetry.relabel, h, h']
  rw [hfun]
  exact hF (σ i)
```

No differentiation is performed. After `hfun` identifies \(e_{x\circ\sigma,i}\) with \(e_{x,\sigma(i)}\), using injectivity of \(\sigma\) for the atoms \(j\neq i\), the goal is `hF (σ i)`.

```lean
/-- If the energy is invariant under `Q` and `σ`, and `Q` carries each atom `i` of `x` to the
position of atom `σ i`, then `Q` carries the force on `i` to the force on `σ i`. -/
theorem site_symmetry {E : (ι → V) → ℝ} {x F : ι → V} {Q : V ≃ₗᵢ[ℝ] V} {σ : Equiv.Perm ι}
    (hQ : ∀ z, E (rotate Q z) = E z) (hσ : ∀ z, E (relabel σ z) = E z)
    (hx : rotate Q x = relabel σ x) (hF : IsForce E x F) (i : ι) :
    Q (F i) = F (σ i) := by
  have h1 := hF.rotate hQ
  rw [hx] at h1
  exact neg_injective ((h1 i).unique (hF.relabel hσ i))
```

The hypothesis `hx` says \(Qx_i=x_{\sigma(i)}\) for all \(i\), so \(Q\) is a point-group operation of the configuration about the origin. The two preceding theorems give two families of forces, \(QF_i\) and \(F_{\sigma(i)}\), at the same configuration, and uniqueness of the gradient equates them. For an atom with \(\sigma(i)=i\) the conclusion reads \(QF_i=F_i\). Up to here the set of atoms need not be finite.

## Virtual work and the total force

```lean
variable [Fintype ι]

omit [CompleteSpace V] in
/-- For an energy differentiable at `x`, the derivative in the position of atom `i` is the full
derivative restricted to displacements of atom `i` alone. -/
theorem hasFDerivAt_atom {E : (ι → V) → ℝ} {x : ι → V} (hE : DifferentiableAt ℝ E x) (i : ι) :
    HasFDerivAt (fun y => E (update x i y))
      ((fderiv ℝ E x).comp (ContinuousLinearMap.single ℝ (fun _ : ι => V) i)) (x i) := by
  have hfun : (update x i : V → ι → V) = fun y =>
      (x - Pi.single i (x i)) + ContinuousLinearMap.single ℝ (fun _ : ι => V) i y := by
    funext y j
    show _ = (x j - (Pi.single i (x i) : ι → V) j) + (Pi.single i y : ι → V) j
    by_cases h : j = i
    · subst h
      simp
    · simp [h]
  have h1 : HasFDerivAt (update x i : V → ι → V)
      (ContinuousLinearMap.single ℝ (fun _ : ι => V) i) (x i) := by
    rw [hfun]
    exact (ContinuousLinearMap.single ℝ (fun _ : ι => V) i).hasFDerivAt.const_add _
  have h2 : HasFDerivAt E (fderiv ℝ E x) (update x i (x i)) := by
    rw [update_eq_self]
    exact hE.hasFDerivAt
  exact HasFDerivAt.comp (x i) h2 h1
```

From here on there are finitely many atoms. `DifferentiableAt ℝ E x` is differentiability in all coordinates jointly, and `fderiv ℝ E x` is \(DE(x)\). The linear map `ContinuousLinearMap.single ℝ (fun _ : ι => V) i` sends a vector to the displacement of atom \(i\) alone. The proof writes \(y\mapsto x[i\mapsto y]\) as a constant plus this map, so that the map is its derivative (`h1`), and composes with \(DE(x)\).

```lean
/-- For an energy differentiable at `x`, `F` is the set of forces at `x` exactly when it
equals `force E x`. -/
theorem isForce_iff {E : (ι → V) → ℝ} {x F : ι → V} (hE : DifferentiableAt ℝ E x) :
    IsForce E x F ↔ F = force E x := by
  constructor
  · intro h
    funext i
    rw [force, (h i).gradient, neg_neg]
  · rintro rfl i
    rw [force, neg_neg]
    exact (hasFDerivAt_atom hE i).differentiableAt.hasGradientAt
```

For an energy differentiable at \(x\), the predicate and the function agree: the forces exist, are unique, and are given by `force E x`.

```lean
/-- Virtual work: for an energy differentiable at `x`, the first-order energy change under
displacements `δ i` of the atoms is minus the sum of force times displacement. -/
theorem virtual_work {E : (ι → V) → ℝ} {x : ι → V} (hE : DifferentiableAt ℝ E x) (δ : ι → V) :
    fderiv ℝ E x δ = -∑ i, inner ℝ (force E x i) (δ i) := by
  have h : ∀ i, fderiv ℝ E x (Pi.single i (δ i)) = -inner ℝ (force E x i) (δ i) := by
    intro i
    have hu := (hasFDerivAt_atom hE i).unique ((isForce_iff hE).2 rfl i).hasFDerivAt
    rw [← inner_neg_left]
    exact DFunLike.congr_fun hu (δ i)
  -- split the displacement into one-atom displacements
  calc fderiv ℝ E x δ = fderiv ℝ E x (∑ i, Pi.single i (δ i)) := by
        rw [Finset.univ_sum_single]
    _ = -∑ i, inner ℝ (force E x i) (δ i) := by
        rw [map_sum, ← Finset.sum_neg_distrib]
        exact Finset.sum_congr rfl fun i _ => h i
```

In `h`, two expressions for the derivative of \(e_{x,i}\), one from `hasFDerivAt_atom` and one from the gradient, are equated and evaluated on \(\delta_i\). This is \(DE(x)\,\delta^{(i)}=-\langle F_i,\delta_i\rangle\) with `Pi.single i (δ i)` for \(\delta^{(i)}\). The `calc` block is the decomposition \(\delta=\sum_i\delta^{(i)}\) followed by linearity.

```lean
/-- If the energy is differentiable at `x + t u`, then along the rigid translation `s ↦ x + s u` it
changes at `s = t` at the rate minus the total force times `u`. -/
theorem hasDerivAt_shift {E : (ι → V) → ℝ} {x : ι → V} {u : V} {t : ℝ}
    (hE : DifferentiableAt ℝ E (shift (t • u) x)) :
    HasDerivAt (fun s : ℝ => E (shift (s • u) x))
      (-inner ℝ (∑ i, force E (shift (t • u) x) i) u) t := by
  have h1 : HasDerivAt (fun s : ℝ => shift (s • u) x) (fun _ => u) t :=
    hasDerivAt_pi.2 fun i =>
      (((hasDerivAt_id t).smul_const u).const_add (x i)).congr_deriv (one_smul ℝ u)
  refine (HasFDerivAt.comp_hasDerivAt t hE.hasFDerivAt h1).congr_deriv ?_
  rw [virtual_work hE, sum_inner]
```

The path \(s\mapsto x+su\) has velocity \(u\) on every atom (`h1`). The chain rule and `virtual_work` give \(-\sum_i\langle F_i,u\rangle\), and `sum_inner` collects the forces into \(G\).

```lean
/-- A differentiable energy is invariant under all common translations if and only if the
forces sum to zero in every configuration. -/
theorem translation_invariant_iff {E : (ι → V) → ℝ} (hE : Differentiable ℝ E) :
    (∀ u x, E (shift u x) = E x) ↔ ∀ x, ∑ i, force E x i = 0 := by
  have h0 : ∀ (u : V) (x : ι → V), shift ((0 : ℝ) • u) x = x := by
    intro u x
    funext i
    simp [shift]
  constructor
  · intro hT x
    -- translate along the total force: the energy is constant, so its square vanishes
    have h := hasDerivAt_shift (x := x) (u := ∑ i, force E x i) (t := 0) (hE _)
    rw [h0] at h
    simp only [hT] at h
    exact inner_self_eq_zero.1 (neg_eq_zero.1 (h.unique (hasDerivAt_const _ _)))
  · intro hF u x
    have h : ∀ t : ℝ, HasDerivAt (fun s : ℝ => E (shift (s • u) x)) 0 t := fun t =>
      (hasDerivAt_shift (hE _)).congr_deriv (by rw [hF, inner_zero_left, neg_zero])
    have hc : E (shift ((1 : ℝ) • u) x) = E (shift ((0 : ℝ) • u) x) :=
      is_const_of_deriv_eq_zero (fun t => (h t).differentiableAt) (fun t => (h t).deriv) 1 0
    rwa [h0, one_smul] at hc
```

Both directions follow the argument given above. Forwards, \(u\) is set to the total force, `hT` turns the energy along the path into a constant, and uniqueness of the derivative gives \(-\langle G,G\rangle=0\). Backwards, `is_const_of_deriv_eq_zero` compares \(s=1\) with \(s=0\); this direction uses differentiability and vanishing total force along the whole path. For a single atom the theorem says that invariance is equivalent to zero force everywhere. For two atoms it gives \(F_0=-F_1\). The zero sum is weaker than the pairwise form of Newton's third law, since no pair forces are defined and no direction along a bond is asserted.

## The combined theorem and the harmonic dimer

```lean
/-- For a differentiable energy invariant under common translations, an orthogonal map `Q`
and a permutation `σ`, the forces exist, sum to zero, transform by `Q` and are relabelled
by `σ`. -/
theorem force_symmetry {E : (ι → V) → ℝ} {Q : V ≃ₗᵢ[ℝ] V} {σ : Equiv.Perm ι}
    (hE : Differentiable ℝ E) (hT : ∀ u z, E (shift u z) = E z)
    (hQ : ∀ z, E (rotate Q z) = E z) (hσ : ∀ z, E (relabel σ z) = E z) (x : ι → V) :
    IsForce E x (force E x) ∧ ∑ i, force E x i = 0 ∧
      (∀ i, force E (rotate Q x) i = Q (force E x i)) ∧
      ∀ i, force E (relabel σ x) i = force E x (σ i) := by
  have hF : IsForce E x (force E x) := (isForce_iff (hE x)).2 rfl
  exact ⟨hF, (translation_invariant_iff hE).1 hT x,
    fun i => (congrFun ((isForce_iff (hE _)).1 (hF.rotate hQ)) i).symm,
    fun i => (congrFun ((isForce_iff (hE _)).1 (hF.relabel hσ)) i).symm⟩
```

In words: if \(E\) is differentiable at every configuration (`hE`) and invariant under all shifts (`hT`), one map \(Q\) (`hQ`) and one permutation \(\sigma\) (`hσ`), then at any \(x\) the vectors `force E x i` are true negative gradients, they sum to zero, and they transform by \(Q\) and by \(\sigma\) as claimed. The proof uses `isForce_iff` to pass between `IsForce` and `force` at \(x\), \(Qx\) and \(x\circ\sigma\).

All invariances are assumed; none is derived from a Hamiltonian or a model architecture. Differentiability everywhere excludes energies with singularities or cusps at coincident atoms, for which `IsForce.rotate`, `IsForce.relabel` and `site_symmetry` still apply at configurations where the one-atom gradients exist. The argument for the zero sum likewise needs a translation-invariant energy to be differentiable only at the configuration considered, although the theorem is stated for energies differentiable everywhere. Periodic cells, the vanishing of the total torque and the equations of motion are not treated.

```lean
/-- Energy of two atoms joined by a harmonic spring of zero rest length. -/
def dimer (x : Fin 2 → V) : ℝ := ‖x 0 - x 1‖ ^ 2

/-- The harmonic dimer energy is differentiable and invariant under translations, every
orthogonal map and the exchange of the atoms, and the force on atom `0` is `-2 (x₀ - x₁)`. -/
theorem dimer_witness (Q : V ≃ₗᵢ[ℝ] V) :
    Differentiable ℝ (dimer : (Fin 2 → V) → ℝ) ∧
      (∀ (u : V) z, dimer (shift u z) = dimer z) ∧ (∀ z, dimer (rotate Q z) = dimer z) ∧
      (∀ z : Fin 2 → V, dimer (relabel (Equiv.swap 0 1) z) = dimer z) ∧
      ∀ x : Fin 2 → V, force dimer x 0 = -((2 : ℝ) • (x 0 - x 1)) := by
  refine ⟨fun x => ?_, fun u z => ?_, fun z => ?_, fun z => ?_, fun x => ?_⟩
  · have h : DifferentiableAt ℝ (fun z : Fin 2 → V => z 0 - z 1) x := by fun_prop
    exact h.hasFDerivAt.norm_sq.differentiableAt
  · rw [dimer, dimer, shift, shift, add_sub_add_right_eq_sub]
  · rw [dimer, dimer, rotate, rotate, ← map_sub, Q.norm_map]
  · show ‖z (Equiv.swap 0 1 0) - z (Equiv.swap 0 1 1)‖ ^ 2 = ‖z 0 - z 1‖ ^ 2
    rw [Equiv.swap_apply_left, Equiv.swap_apply_right, norm_sub_rev]
  · have hfun : (fun y => dimer (update x 0 y)) = fun y => ‖y - x 1‖ ^ 2 := by
      funext y
      simp [dimer]
    have hg : HasGradientAt (fun y => ‖y - x 1‖ ^ 2) ((2 : ℝ) • (x 0 - x 1)) (x 0) := by
      rw [hasGradientAt_iff_hasFDerivAt]
      refine ((hasFDerivAt_id (x 0)).sub_const (x 1)).norm_sq.congr_fderiv ?_
      ext v
      show (2 : ℕ) • inner ℝ (x 0 - x 1) v = inner ℝ ((2 : ℝ) • (x 0 - x 1)) v
      rw [real_inner_smul_left, two_smul, two_mul]
    rw [force, hfun, hg.gradient]

end

end ForceSymmetry
```

The energy \(\|x_0-x_1\|^2\) is a spring \(\tfrac12 k r^2\) of zero rest length, with separation \(r=\|x_0-x_1\|\) and stiffness \(k=2\). It satisfies every hypothesis of `force_symmetry`, for any \(Q\) and for the exchange `Equiv.swap 0 1`, and its force on atom 0 is \(-2(x_0-x_1)\), which is nonzero whenever the atoms are apart. The invariances follow from cancellation of \(u\) in the difference, from `Q.norm_map` and from `norm_sub_rev`. The force comes from differentiating \(y\mapsto\|y-x_1\|^2\) at \(y=x_0\).

```lean
#print axioms ForceSymmetry.site_symmetry
-- 'ForceSymmetry.site_symmetry' depends on axioms: [propext, Classical.choice, Quot.sound]
#print axioms ForceSymmetry.force_symmetry
-- 'ForceSymmetry.force_symmetry' depends on axioms: [propext, Classical.choice, Quot.sound]
```

## A single gradient on the \(Nd\)-dimensional configuration space

A different formulation, described here without having been formalised, gives the configurations the inner product \(\sum_i\langle x_i,x'_i\rangle\) and defines all forces at once as minus the gradient of \(E\) on that space. The type `ι → V` carries the maximum norm and no inner product, so a Euclidean product type would take its place. For finitely many atoms the two norms are equivalent, so differentiability would mean the same and the forces would coincide. The virtual-work identity would then be little more than the definition of the gradient, and the statements for \(Q\) and \(\sigma\) would be two instances of one argument about isometries of the large space. In exchange, those statements would require joint differentiability at \(x\), where `IsForce` asks only for the one-atom gradients.
